# Two carriers sharing one scaled Pekar orbital never bind a bipolaron

## Can a doubly occupied orbital ever beat two separate polarons?

I put both carriers of a strong-coupling Pekar bipolaron into one common orbital of fixed shape, whose only free parameter is its inverse length $s>0$, and I take the lowest energy to be an infimum over $s$, since a minimum may not exist. Let $T s^2$ be the kinetic energy of one carrier and $Js$ the unscreened Coulomb repulsion between two carriers in the orbital. Let $e$ be the high-frequency dielectric constant (not the charge), $\eta$ its ratio to the static one, and $1/\kappa=(1-\eta)/e$ the strength of the lattice response. With $T,J,e>0$ and $0\le\eta<1$, the energies $E_1$ of one separate polaron with the same orbital shape and $E_2$ of the pair are

$$E_1=\inf_{s>0}\Big(Ts^2-\frac{Js}{2\kappa}\Big),\qquad
E_2=\inf_{s>0}\Big(2Ts^2+\frac{Js}{e}-\frac{2Js}{\kappa}\Big).$$

I believe that $E_2\ge 2E_1$, with equality only at $\eta=0$, so that such a state never binds. Can this be made rigorous and checked by machine, including the case where the pair spreads out without limit?

## The pair keeps a statically screened repulsion

Yes, and the argument extends to $N$ carriers in the common orbital. There are $N(N-1)/2$ repelling pairs, and the lattice energy is quadratic in the total charge, so at fixed $s$

$$\mathcal E_N(s)=NTs^2+\frac{N(N-1)}2\frac{Js}{e}-\frac{N^2Js}{2\kappa}.$$

For $N=1$ and $N=2$ these are the two functions in the question. Writing $N^2=N+N(N-1)$ in the last term and inserting $1/\kappa=(1-\eta)/e$ gives

$$\mathcal E_N(s)=N\mathcal E_1(s)+\frac{N(N-1)}2\,\frac{\eta Js}{e}.$$

Since $e/\eta$ is the static dielectric constant when $\eta>0$, the extra term is the statically screened repulsion of the pairs. It is never negative, which already gives $E_N\ge NE_1$ for the infima $E_N=\inf_{s>0}\mathcal E_N(s)$. The equality case needs their values.

Collecting the terms linear in $s$ gives

$$\mathcal E_N(s)=as^2-bs,\qquad a=NT,\quad b=\frac{NJ}{2e}(1-N\eta).$$

If $b>0$, completing the square gives $as^2-bs=a\big(s-\tfrac{b}{2a}\big)^2-\tfrac{b^2}{4a}$, with minimum $-b^2/(4a)$ at $s=b/(2a)$. If $b\le0$, the energy is positive for every $s>0$ and tends to zero as $s\to0$, so the infimum is zero and is not attained. Together,

$$E_N=-\frac{NJ^2}{16Te^2}\,\max(1-N\eta,0)^2,\qquad
NE_1=-\frac{NJ^2}{16Te^2}\,(1-\eta)^2.$$

Let $N\ge2$. If $\eta=0$, the two values agree. If $0<\eta<1$, then $1-N\eta<1-\eta$ and $0<1-\eta$, so $\max(1-N\eta,0)<1-\eta$. Both sides are nonnegative, so squaring keeps the strict inequality and $E_N>NE_1$. The case $N=2$ is the claim.

In the limit $\eta=0$, where the static dielectric constant is infinite, the statically screened repulsion vanishes and $\mathcal E_2(s)=2\mathcal E_1(s)$ at every orbital size.

```lean
import Mathlib

open Set

namespace PekarBipolaron

noncomputable section

/-- The inverse effective dielectric constant `1/κ = (1 - η)/e` of the lattice polarisation, with
`e` the high-frequency dielectric constant and `η` its ratio to the static one. -/
def invKappa (e η : ℝ) : ℝ := (1 - η) / e

/-- Energy of one polaron whose orbital has inverse length `s`: kinetic energy `T s²` and
self-trapping energy `-J s / (2κ)`. -/
def polaronEnergy (T J e η s : ℝ) : ℝ := T * s ^ 2 - J * s / 2 * invKappa e η

/-- Energy of two carriers in a product state of one common orbital: kinetic energy, direct
Coulomb repulsion, and the attraction through the lattice. -/
def bipolaronEnergy (T J e η s : ℝ) : ℝ :=
  2 * T * s ^ 2 + J * s / e - 2 * J * s * invKappa e η

/-- Energy of `N` carriers in a product state of one common orbital: `N (N - 1) / 2` pairs repel,
and the lattice responds to the total charge `N`. -/
def clusterEnergy (N : ℕ) (T J e η s : ℝ) : ℝ :=
  N * T * s ^ 2 + N * (N - 1) / 2 * (J * s / e) - N ^ 2 * (J * s / 2) * invKappa e η

/-- The infimum of an energy over all inverse lengths `s > 0`. -/
def groundEnergy (E : ℝ → ℝ) : ℝ := sInf (E '' Ioi 0)

/-- The energy `a s² - b s` has the greatest lower bound `-max(b, 0)² / (4a)` over `s > 0`. -/
theorem scaling_isGLB {a : ℝ} (ha : 0 < a) (b : ℝ) :
    IsGLB ((fun s : ℝ => a * s ^ 2 - b * s) '' Ioi 0) (-(max b 0) ^ 2 / (4 * a)) := by
  rcases lt_or_ge 0 b with hb | hb
  · -- attraction: the minimum is attained at `s = b / (2a)`
    rw [max_eq_left hb.le]
    apply IsLeast.isGLB
    constructor
    · refine ⟨b / (2 * a), div_pos hb (by positivity), ?_⟩
      dsimp only
      field_simp
      ring
    · rintro _ ⟨s, _, rfl⟩
      dsimp only
      rw [div_le_iff₀ (by positivity : (0 : ℝ) < 4 * a)]
      nlinarith [sq_nonneg (2 * a * s - b)]
  · -- no attraction: the energy is nonnegative and tends to zero for a spread-out orbital
    have h0 : -(max b 0) ^ 2 / (4 * a) = 0 := by
      rw [max_eq_right hb]
      simp
    rw [h0]
    constructor
    · rintro _ ⟨s, hs, rfl⟩
      have hs' : 0 < s := hs
      have h1 : 0 ≤ a * s ^ 2 := by positivity
      have h2 : 0 ≤ -b * s := mul_nonneg (by linarith) hs'.le
      dsimp only
      linarith
    · intro c hc
      by_contra hneg
      have hcpos : 0 < c := not_le.mp hneg
      have hd : 0 < a - b + c := by linarith
      obtain ⟨s, hs⟩ : ∃ s : ℝ, s = c / (a - b + c) := ⟨_, rfl⟩
      have hs0 : 0 < s := by rw [hs]; exact div_pos hcpos hd
      have hs1 : s ≤ 1 := by rw [hs, div_le_one hd]; linarith
      have hmul : s * (a - b + c) = c := by rw [hs]; exact div_mul_cancel₀ c hd.ne'
      have hle : c ≤ a * s ^ 2 - b * s := hc ⟨s, hs0, rfl⟩
      have h1 : 0 ≤ a * (s * (1 - s)) :=
        mul_nonneg ha.le (mul_nonneg hs0.le (by linarith))
      have h2 : 0 < c * s := mul_pos hcpos hs0
      nlinarith

/-- At equal orbital size, the cluster energy is that of `N` separate polarons plus a repulsion
`η J s / e` for each pair of carriers. -/
theorem cluster_eq_polarons_add_repulsion (N : ℕ) (T J e η s : ℝ) :
    clusterEnergy N T J e η s =
      N * polaronEnergy T J e η s + N * (N - 1) / 2 * (η * J * s / e) := by
  unfold clusterEnergy polaronEnergy invKappa
  ring

/-- Closed form of the infimum over `s > 0` of the energy of `N ≥ 1` carriers in a common orbital of
fixed shape. -/
theorem cluster_ground {N : ℕ} (hN : 1 ≤ N) {T J e : ℝ} (hT : 0 < T) (hJ : 0 < J)
    (he : 0 < e) (η : ℝ) :
    groundEnergy (clusterEnergy N T J e η) =
      -(N * J ^ 2 / (16 * T * e ^ 2) * (max (1 - N * η) 0) ^ 2) := by
  have hN' : (0 : ℝ) < N := by exact_mod_cast hN
  have hp : 0 < N * J / (2 * e) := by positivity
  have hf : clusterEnergy N T J e η =
      fun s => (N * T) * s ^ 2 - (N * J / (2 * e) * (1 - N * η)) * s := by
    funext s
    unfold clusterEnergy invKappa
    ring
  have hmax : max (N * J / (2 * e) * (1 - N * η)) 0 =
      N * J / (2 * e) * max (1 - N * η) 0 := by
    rw [mul_max_of_nonneg _ _ hp.le, mul_zero]
  have hglb := scaling_isGLB (mul_pos hN' hT) (N * J / (2 * e) * (1 - N * η))
  unfold groundEnergy
  rw [hf, hglb.csInf_eq ((nonempty_Ioi (a := (0 : ℝ))).image _), hmax]
  generalize max (1 - (N : ℝ) * η) 0 = m
  field_simp
  ring

/-- Closed form of the infimum over `s > 0` of the energy of one polaron with an orbital of fixed
shape, for `η < 1`. -/
theorem polaron_ground {T J e η : ℝ} (hT : 0 < T) (hJ : 0 < J) (he : 0 < e) (hη : η < 1) :
    groundEnergy (polaronEnergy T J e η) = -(J ^ 2 / (16 * T * e ^ 2) * (1 - η) ^ 2) := by
  have hf : polaronEnergy T J e η = clusterEnergy 1 T J e η := by
    funext s
    rw [cluster_eq_polarons_add_repulsion]
    norm_num
  rw [hf, cluster_ground le_rfl hT hJ he η, Nat.cast_one, one_mul, one_mul,
    max_eq_left (by linarith : (0 : ℝ) ≤ 1 - η)]

/-- For two or more carriers in a common orbital, with one fixed orbital shape throughout and `0 ≤ η
< 1`, the infimum of the energy over `s > 0` is at least that of as many separate polarons, with
equality exactly at `η = 0`. -/
theorem cluster_no_binding {N : ℕ} (hN : 2 ≤ N) {T J e η : ℝ} (hT : 0 < T) (hJ : 0 < J)
    (he : 0 < e) (h0 : 0 ≤ η) (h1 : η < 1) :
    N * groundEnergy (polaronEnergy T J e η) ≤ groundEnergy (clusterEnergy N T J e η) ∧
      (groundEnergy (clusterEnergy N T J e η) = N * groundEnergy (polaronEnergy T J e η) ↔
        η = 0) := by
  have hN' : (2 : ℝ) ≤ N := by exact_mod_cast hN
  have hK : 0 < N * J ^ 2 / (16 * T * e ^ 2) := by positivity
  have hE1 : N * groundEnergy (polaronEnergy T J e η) =
      -(N * J ^ 2 / (16 * T * e ^ 2) * (1 - η) ^ 2) := by
    rw [polaron_ground hT hJ he h1]
    ring
  rw [hE1, cluster_ground (by omega) hT hJ he η]
  rcases h0.eq_or_lt with h | h
  · subst h
    simp
  · -- for `η > 0` the attraction left to each carrier is strictly weaker
    have hm : max (1 - N * η) 0 < 1 - η := max_lt (by nlinarith) (by linarith)
    have hm0 : 0 ≤ max (1 - N * η) 0 := le_max_right _ _
    have hsq : (max (1 - N * η) 0) ^ 2 < (1 - η) ^ 2 := by nlinarith
    have hlt := mul_lt_mul_of_pos_left hsq hK
    exact ⟨by linarith, fun heq => by linarith, fun hz => absurd hz h.ne'⟩

/-- The two-carrier cluster energy is the bipolaron energy. -/
theorem cluster_two (T J e η : ℝ) : clusterEnergy 2 T J e η = bipolaronEnergy T J e η := by
  funext s
  unfold clusterEnergy bipolaronEnergy
  push_cast
  ring

/-- For one fixed orbital shape and `0 ≤ η < 1`, the infimum over `s > 0` of the energy of two
carriers in a common orbital is at least twice that of the polaron energy, with equality exactly at
`η = 0`. -/
theorem bipolaron_no_binding {T J e η : ℝ} (hT : 0 < T) (hJ : 0 < J) (he : 0 < e)
    (h0 : 0 ≤ η) (h1 : η < 1) :
    2 * groundEnergy (polaronEnergy T J e η) ≤ groundEnergy (bipolaronEnergy T J e η) ∧
      (groundEnergy (bipolaronEnergy T J e η) = 2 * groundEnergy (polaronEnergy T J e η) ↔
        η = 0) := by
  have h := cluster_no_binding (le_refl 2) hT hJ he h0 h1
  rw [cluster_two] at h
  exact_mod_cast h

/-- For `η ≥ 1/2` the product-state bipolaron has positive energy at every orbital size, and the
infimum of its energy is zero. -/
theorem bipolaron_delocalises {T J e η : ℝ} (hT : 0 < T) (hJ : 0 < J) (he : 0 < e)
    (hη : 1 / 2 ≤ η) :
    (∀ s, 0 < s → 0 < bipolaronEnergy T J e η s) ∧
      groundEnergy (bipolaronEnergy T J e η) = 0 := by
  constructor
  · intro s hs
    have hf : bipolaronEnergy T J e η s = 2 * T * s ^ 2 + J * s / e * (2 * η - 1) := by
      unfold bipolaronEnergy invKappa
      ring
    have h1 : 0 < 2 * T * s ^ 2 := by positivity
    have h2 : 0 ≤ J * s / e * (2 * η - 1) := mul_nonneg (by positivity) (by linarith)
    rw [hf]
    linarith
  · have hm : max (1 - ((2 : ℕ) : ℝ) * η) 0 = 0 :=
      max_eq_right (by push_cast; linarith)
    rw [← cluster_two, cluster_ground (by norm_num) hT hJ he η, hm]
    simp

end

end PekarBipolaron
```

```lean
#print axioms PekarBipolaron.bipolaron_no_binding
-- 'PekarBipolaron.bipolaron_no_binding' depends on axioms: [propext, Classical.choice, Quot.sound]
#print axioms PekarBipolaron.bipolaron_delocalises
-- 'PekarBipolaron.bipolaron_delocalises' depends on axioms: [propext, Classical.choice, Quot.sound]
```

### What the Lean energies and hypotheses mean

The functions `polaronEnergy`, `bipolaronEnergy` and `clusterEnergy` are $\mathcal E_1$, $\mathcal E_2$ and $\mathcal E_N$, and `invKappa` is $1/\kappa$. All parameters are real numbers, and `N` is a natural number. `groundEnergy` is the infimum of an energy over `Ioi 0`, the set of all $s>0$. Lean's `sInf` returns a default value for a set that is unbounded below, so the proof first establishes a true greatest lower bound.

`bipolaron_no_binding` assumes $T,J,e>0$ and $0\le\eta<1$. Its first part is $2E_1\le E_2$; its second says that $E_2=2E_1$ if and only if $\eta=0$. `cluster_no_binding` states the same for every $N\ge2$. `bipolaron_delocalises` adds that for $\eta\ge1/2$ the pair has positive energy at every $s>0$ and infimum zero: it lowers its energy by spreading out.

The energy expressions are the starting point and are not derived from an electron–phonon Hamiltonian. $T$ and $J$ stand for the kinetic and Coulomb integrals of the chosen orbital shape at $s=1$. Products of two different orbitals and correlated wave functions are not covered. Spin does not appear: two electrons can share the orbital as a singlet, but for $N\ge3$ the carriers must be bosons or have enough internal states.

For electronic-structure work, the consequence within this one-parameter continuum model is that a search for a bound pair has to go beyond a doubly occupied orbital.

### How the proof follows the algebra

`scaling_isGLB` treats $as^2-bs$ under the hypothesis $a>0$. For $b>0$ it supplies the minimiser $b/(2a)$ and obtains the lower bound from $(2as-b)^2\ge0$. For $b\le0$ it shows that zero is a lower bound and that no $c>0$ is one. The test point is $s=c/(a-b+c)$, which satisfies $0<s\le1$, and there

$$as^2-bs\le(a-b)s=c-cs<c.$$

This replaces the limit $s\to0$ by an explicit orbital size.

`cluster_eq_polarons_add_repulsion` is the fixed-size identity, proved by `ring`. `cluster_ground` rewrites the cluster energy as $as^2-bs$, takes the positive factor $NJ/(2e)$ out of the maximum, and uses `csInf_eq` to turn the greatest lower bound into the value of `groundEnergy`. `polaron_ground` is its case $N=1$, where the pair term vanishes and $\eta<1$ removes the maximum.

`cluster_no_binding` inserts both closed forms and splits on $\eta=0$ or $\eta>0$. In the second case `max_lt` gives the strict comparison, `nlinarith` squares it, and multiplication by the positive prefactor yields both the inequality and the impossibility of equality. `cluster_two` identifies the two-carrier cluster with the bipolaron, which transfers the result to `bipolaron_no_binding`.

For `bipolaron_delocalises`, the energy is rewritten as $2Ts^2+(Js/e)(2\eta-1)$, whose first term is positive and whose second is nonnegative. The zero infimum then follows from the closed form.
